# An overdamped Josephson junction started off equilibrium at its critical current relaxes as 2/t

Let φ be the phase difference across a Josephson junction with critical current I_c and shunt resistance R, driven by a constant current I. With negligible capacitance, the supercurrent I_c sin φ and the resistive current V/R add up to I, and the voltage is V = (ħ/2e) dφ/dτ, where τ is the laboratory time, ħ the reduced Planck constant and e the elementary charge. In the reduced time t = 2e I_c R τ/ħ, with a prime for d/dt, this becomes

φ' = I/I_c − sin φ.

At I = I_c the equation of motion is

φ' = 1 − sin φ, for t ≥ 0.

The reduced voltage is φ' = V/(I_c R). The phase is unwrapped: it is a real number and is not folded back into an interval of length 2π. The rest points are the critical phases π/2 + 2πn, with n an integer. For a start in the window −3π/2 < φ(0) < π/2, between two neighbouring rest points, write δ(t) = π/2 − φ(t) for the remaining gap.

## The gap closes as 2/t and the voltage as 2/t²

For every solution that starts in the window, as t → ∞,

t δ(t) → 2,

t² (1 − sin φ(t)) → 2,

exp(kt) δ(t) → ∞ for every k > 0.

The last line rules out an exponential bound on the gap at any rate. From any start with sin φ(0) ≠ 1, the first law holds with π/2 replaced by the next critical phase above φ(0).

The name "critical slowing down" often refers to a relaxation time that diverges as a critical point is approached. The limits above describe the motion at the critical point itself.

## Stopping rules and phase wrapping at the critical current

A simulation that looks for a zero-voltage state may let the phase relax at a fixed bias and stop when the reduced voltage falls below a tolerance ε. For a single noiseless overdamped junction at I = I_c, the voltage is 1 − cos δ, which is close to δ²/2 once δ is small. If the start was not close to a rest point, such a run therefore stops with a phase error of about √(2ε), after a time of about √(2/ε). With ε = 10⁻⁸ the phase is still off by about 1.4 × 10⁻⁴ at t ≈ 1.4 × 10⁴. A small voltage is therefore a weak sign of a converged phase, and an exponential fit to the tail has no fixed rate to find.

A code that stores phases in (−π, π] needs care with the target. A start between π/2 and π moves up to 5π/2, not back to π/2. The gap is then 5π/2 minus the unwrapped phase or, equivalently, π/2 minus the stored phase, reduced modulo 2π to a value in [0, 2π).

## Solving the equation and taking the limits

**An explicit solution.** For a real time offset c, let

φ_c(t) = 2 arctan(t + c) − π/2.

With θ = arctan(t + c), we have sin φ_c = sin(2θ − π/2) = −cos 2θ, hence

1 − sin φ_c = 1 + cos 2θ = 2 cos² θ = 2/(1 + (t + c)²).

This is also the derivative of φ_c, so φ_c solves the equation of motion.

**Every solution in the window has this form.** Setting φ_c(0) = φ(0) gives arctan c = φ(0)/2 + π/4. The right-hand side lies strictly between −π/2 and π/2 exactly when φ(0) is in the window, and then c = tan(φ(0)/2 + π/4). Since |sin a − sin b| ≤ |a − b|, the difference d = φ − φ_c satisfies

|d(t)| ≤ ∫₀ᵗ |d(s)| ds,

and Grönwall's inequality gives d = 0.

**The gap.** For s > 0, π/2 − arctan s = arctan(1/s). With x = 1/s,

s (π/2 − arctan s) = arctan(x)/x → 1,

because arctan has derivative 1 at 0. Since δ(t) = 2(π/2 − arctan(t + c)),

t δ(t) = 2(t + c)(π/2 − arctan(t + c)) − 2c(π/2 − arctan(t + c)) → 2 − 0 = 2.

**No exponential bound.** For t > 0, exp(kt) ≥ (kt)²/2, so exp(kt)/t ≥ k²t/2 → ∞. Multiplying by t δ(t) → 2 gives exp(kt) δ(t) → ∞.

**The voltage.** With x = 1/t,

t² · 2/(1 + (t + c)²) = 2/(x² + (1 + cx)²) → 2.

**Other starting phases.** If sin φ(0) ≠ 1, some integer n places φ(0) − 2πn in the window. Because sin has period 2π, φ − 2πn is again a solution, and the first law applies to it.

**The simplest start.** For φ(0) = −π/2 the offset is c = 0. Then φ(t) = 2 arctan t − π/2, the voltage is 2/(1 + t²), and t δ(t) = 2t arctan(1/t) for t > 0.

**Starting on a rest point.** If φ(0) = π/2 were allowed, the constant φ = π/2 would be a solution with t δ(t) = 0 at all times. The upper inequality therefore has to be strict.

## The Lean source

```lean
import Mathlib

open Filter Topology Set
open scoped Real

namespace JosephsonCriticalSlowing

/-- The phase `φ` of an overdamped Josephson junction biased at its critical current obeys
`φ' = 1 - sin φ` for all times `t ≥ 0`, in reduced units. -/
def IsCriticalPhase (φ : ℝ → ℝ) : Prop :=
  ∀ t : ℝ, 0 ≤ t → HasDerivWithinAt φ (1 - Real.sin (φ t)) (Ici 0) t

/-- The explicit phase curve `2 arctan (t + c) - π/2` with time offset `c`. -/
noncomputable def phaseCurve (c t : ℝ) : ℝ := 2 * Real.arctan (t + c) - π / 2

/-- Along the explicit phase curve the reduced voltage `1 - sin φ` is a Lorentzian in time. -/
theorem voltage_phaseCurve (c t : ℝ) :
    1 - Real.sin (phaseCurve c t) = 2 / (1 + (t + c) ^ 2) := by
  unfold phaseCurve
  rw [Real.sin_sub_pi_div_two, Real.cos_two_mul, Real.cos_sq_arctan]
  ring

/-- For every time offset the explicit phase curve solves the equation of motion at the
critical current. -/
theorem isCriticalPhase_phaseCurve (c : ℝ) : IsCriticalPhase (phaseCurve c) := by
  intro t _
  rw [voltage_phaseCurve]
  have h : HasDerivAt (fun x : ℝ => x + c) 1 t := (hasDerivAt_id' t).add_const c
  have h2 : HasDerivAt (phaseCurve c) (2 * (1 / (1 + (t + c) ^ 2) * 1)) t :=
    (h.arctan.const_mul 2).sub_const (π / 2)
  exact (h2.congr_deriv (by ring)).hasDerivWithinAt

/-- At the critical current, a phase that starts between `-3π/2` and `π/2` follows, at all times
`t ≥ 0`, the explicit curve whose time offset is `tan (φ(0)/2 + π/4)`. -/
theorem eq_phaseCurve {φ : ℝ → ℝ} (hφ : IsCriticalPhase φ)
    (hlo : -(3 * π / 2) < φ 0) (hhi : φ 0 < π / 2) {t : ℝ} (ht : 0 ≤ t) :
    φ t = phaseCurve (Real.tan (φ 0 / 2 + π / 4)) t := by
  -- the right-hand side of the equation of motion is Lipschitz, so solutions are unique
  have lip : LipschitzWith 1 (fun x : ℝ => 1 - Real.sin x) := by
    refine lipschitzWith_of_nnnorm_deriv_le (by fun_prop) (fun x => ?_)
    have h : deriv (fun x : ℝ => 1 - Real.sin x) x = -Real.cos x :=
      ((Real.hasDerivAt_sin x).const_sub 1).deriv
    rw [h, ← NNReal.coe_le_coe]
    simpa using Real.abs_cos_le_one x
  have cont : ∀ {f : ℝ → ℝ}, IsCriticalPhase f → ContinuousOn f (Icc 0 t) :=
    fun hf s hs => (hf s hs.1).continuousWithinAt.mono Icc_subset_Ici_self
  have der : ∀ {f : ℝ → ℝ}, IsCriticalPhase f →
      ∀ s ∈ Ico 0 t, HasDerivWithinAt f (1 - Real.sin (f s)) (Ici s) s :=
    fun hf s hs => (hf s hs.1).mono (Ici_subset_Ici.mpr hs.1)
  have hc := isCriticalPhase_phaseCurve (Real.tan (φ 0 / 2 + π / 4))
  -- the offset is chosen to match the initial phase
  have h0 : φ 0 = phaseCurve (Real.tan (φ 0 / 2 + π / 4)) 0 := by
    unfold phaseCurve
    rw [zero_add, Real.arctan_tan (by linarith) (by linarith)]
    ring
  exact ODE_solution_unique (v := fun _ x => 1 - Real.sin x) (K := 1)
    (fun _ => lip) (cont hφ) (der hφ) (cont hc) (der hc) h0 (right_mem_Icc.mpr ht)

/-- The arctangent approaches `π/2` algebraically: `s (π/2 - arctan s)` tends to `1`. -/
theorem arctan_tail :
    Tendsto (fun s : ℝ => s * (π / 2 - Real.arctan s)) atTop (𝓝 1) := by
  have h : HasDerivAt Real.arctan 1 0 := by simpa using Real.hasDerivAt_arctan 0
  have h2 : Tendsto (fun s : ℝ => s⁻¹) atTop (𝓝[≠] 0) := by
    refine tendsto_nhdsWithin_iff.mpr ⟨tendsto_inv_atTop_zero, ?_⟩
    filter_upwards [eventually_gt_atTop (0 : ℝ)] with s hs
    exact inv_ne_zero hs.ne'
  -- the difference quotient of arctan at 0, evaluated at 1/s
  refine ((hasDerivAt_iff_tendsto_slope.mp h).comp h2).congr' ?_
  filter_upwards [eventually_gt_atTop (0 : ℝ)] with s hs
  simp only [Function.comp_apply, slope_def_field, Real.arctan_zero, sub_zero]
  rw [Real.arctan_inv_of_pos hs, div_inv_eq_mul, mul_comm]

/-- Critical slowing down: at the critical current, a phase that starts between `-3π/2` and
`π/2` approaches `π/2` algebraically, with `t (π/2 - φ(t))` tending to `2`. -/
theorem critical_slowing_down {φ : ℝ → ℝ} (hφ : IsCriticalPhase φ)
    (hlo : -(3 * π / 2) < φ 0) (hhi : φ 0 < π / 2) :
    Tendsto (fun t => t * (π / 2 - φ t)) atTop (𝓝 2) := by
  obtain ⟨c, hc⟩ : ∃ c, ∀ t, 0 ≤ t → φ t = phaseCurve c t :=
    ⟨_, fun t ht => eq_phaseCurve hφ hlo hhi ht⟩
  have hs : Tendsto (fun t : ℝ => t + c) atTop atTop :=
    tendsto_atTop_add_const_right _ c tendsto_id
  have ha : Tendsto (fun s : ℝ => π / 2 - Real.arctan s) atTop (𝓝 (π / 2 - π / 2)) :=
    tendsto_const_nhds.sub (Real.tendsto_arctan_atTop.mono_right nhdsWithin_le_nhds)
  -- write t = (t + c) - c: the first part gives 2, the second vanishes
  have h := ((arctan_tail.comp hs).const_mul 2).sub ((ha.comp hs).const_mul (2 * c))
  have e : (2 : ℝ) * 1 - 2 * c * (π / 2 - π / 2) = 2 := by ring
  rw [e] at h
  refine h.congr' ?_
  filter_upwards [eventually_ge_atTop (0 : ℝ)] with t ht
  rw [hc t ht]
  simp only [Function.comp_apply, phaseCurve]
  ring

/-- At the critical current the approach is slower than any decaying exponential: for a phase that
obeys the equation of motion and starts between `-3π/2` and `π/2` and any rate `k > 0`, the product
`exp (k t) (π/2 - φ(t))` grows without bound. -/
theorem slower_than_exponential {φ : ℝ → ℝ} (hφ : IsCriticalPhase φ)
    (hlo : -(3 * π / 2) < φ 0) (hhi : φ 0 < π / 2) {k : ℝ} (hk : 0 < k) :
    Tendsto (fun t => Real.exp (k * t) * (π / 2 - φ t)) atTop atTop := by
  have hlin : Tendsto (fun t : ℝ => k ^ 2 / 2 * t) atTop atTop :=
    tendsto_id.const_mul_atTop (by positivity)
  have hexp : Tendsto (fun t : ℝ => Real.exp (k * t) / t) atTop atTop := by
    refine tendsto_atTop_mono' _ ?_ hlin
    filter_upwards [eventually_gt_atTop (0 : ℝ)] with t ht
    have hkt : 0 ≤ k * t := by positivity
    rw [le_div_iff₀ ht]
    nlinarith [Real.quadratic_le_exp_of_nonneg hkt]
  refine (hexp.atTop_mul_pos two_pos (critical_slowing_down hφ hlo hhi)).congr' ?_
  filter_upwards [eventually_gt_atTop (0 : ℝ)] with t ht
  rw [← mul_assoc, div_mul_cancel₀ _ ht.ne']

/-- For a phase that starts between `-3π/2` and `π/2`, the reduced voltage `φ' = 1 - sin φ`
dies out as `2 / t²`. -/
theorem voltage_decay {φ : ℝ → ℝ} (hφ : IsCriticalPhase φ)
    (hlo : -(3 * π / 2) < φ 0) (hhi : φ 0 < π / 2) :
    Tendsto (fun t => t ^ 2 * (1 - Real.sin (φ t))) atTop (𝓝 2) := by
  obtain ⟨c, hc⟩ : ∃ c, ∀ t, 0 ≤ t → φ t = phaseCurve c t :=
    ⟨_, fun t ht => eq_phaseCurve hφ hlo hhi ht⟩
  -- in the variable x = 1/t the expression is continuous at x = 0
  have hcont : ContinuousAt (fun x : ℝ => 2 / (x ^ 2 + (1 + c * x) ^ 2)) 0 :=
    ContinuousAt.div (by fun_prop) (by fun_prop) (by norm_num)
  have h := hcont.tendsto.comp tendsto_inv_atTop_zero
  have e : (2 : ℝ) / (0 ^ 2 + (1 + c * 0) ^ 2) = 2 := by norm_num
  rw [e] at h
  refine h.congr' ?_
  filter_upwards [eventually_gt_atTop (0 : ℝ)] with t ht
  rw [hc t ht.le, voltage_phaseCurve]
  have hd : t⁻¹ ^ 2 + (1 + c * t⁻¹) ^ 2 = (1 + (t + c) ^ 2) / t ^ 2 := by
    field_simp
  simp only [Function.comp_apply]
  rw [hd, div_div_eq_mul_div]
  ring

/-- At the critical current, from any initial phase with `sin φ(0) ≠ 1`, the junction approaches the
next critical phase `π/2 + 2πn` above `φ(0)`, with the same algebraic law and the same constant `2`.
-/
theorem critical_slowing_down_all {φ : ℝ → ℝ} (hφ : IsCriticalPhase φ)
    (h1 : Real.sin (φ 0) ≠ 1) :
    ∃ n : ℤ, φ 0 < π / 2 + n * (2 * π) ∧ π / 2 + n * (2 * π) < φ 0 + 2 * π ∧
      Tendsto (fun t => t * (π / 2 + n * (2 * π) - φ t)) atTop (𝓝 2) := by
  have hp : 0 < 2 * π := by positivity
  obtain ⟨n, hn1, hn2⟩ : ∃ n : ℤ, (φ 0 - π / 2) / (2 * π) ≤ n ∧
      (n : ℝ) - 1 < (φ 0 - π / 2) / (2 * π) :=
    ⟨⌈(φ 0 - π / 2) / (2 * π)⌉, Int.le_ceil _, by
      linarith [Int.ceil_lt_add_one ((φ 0 - π / 2) / (2 * π))]⟩
  rw [div_le_iff₀ hp] at hn1
  rw [lt_div_iff₀ hp] at hn2
  have hne : φ 0 ≠ π / 2 + n * (2 * π) := by
    intro h
    apply h1
    rw [h, Real.sin_add_int_mul_two_pi, Real.sin_pi_div_two]
  have hlt : φ 0 < π / 2 + n * (2 * π) := lt_of_le_of_ne (by linarith) hne
  -- shifting the phase by whole turns gives another solution
  have hshift : IsCriticalPhase (fun t => φ t - n * (2 * π)) := by
    intro t ht
    rw [Real.sin_sub_int_mul_two_pi]
    exact (hφ t ht).sub_const _
  refine ⟨n, hlt, by linarith, ?_⟩
  refine (critical_slowing_down hshift (by linarith) (by linarith)).congr (fun t => ?_)
  ring

end JosephsonCriticalSlowing
```

```lean
#print axioms JosephsonCriticalSlowing.slower_than_exponential
#print axioms JosephsonCriticalSlowing.voltage_decay
#print axioms JosephsonCriticalSlowing.critical_slowing_down_all
```

```
'JosephsonCriticalSlowing.slower_than_exponential' depends on axioms: [propext, Classical.choice, Quot.sound]
'JosephsonCriticalSlowing.voltage_decay' depends on axioms: [propext, Classical.choice, Quot.sound]
'JosephsonCriticalSlowing.critical_slowing_down_all' depends on axioms: [propext, Classical.choice, Quot.sound]
```

## How the Lean statements and proofs match the calculation

`IsCriticalPhase φ` is the equation of motion for a function `φ : ℝ → ℝ`. `HasDerivWithinAt` with the set `Ici 0`, which is [0, ∞), means a one-sided derivative at t = 0 and the ordinary derivative at t > 0. Values of φ at negative times are unrestricted. The number 1 in the equation is the bias I/I_c. The hypotheses `hlo` and `hhi` are the two ends of the window, and `Tendsto … atTop (𝓝 2)` says that the expression tends to 2 as t → ∞. In `slower_than_exponential` the target is `atTop`, meaning growth beyond every bound.

`voltage_phaseCurve` is the trigonometric identity for φ_c, which is called `phaseCurve c` in the code, and `isCriticalPhase_phaseCurve` differentiates the curve.

`eq_phaseCurve` is the uniqueness step. Its `lip` bounds the derivative of 1 − sin x by 1, `h0` matches the initial phases, and `ODE_solution_unique` does the work of Grönwall's inequality on [0, t].

`arctan_tail` evaluates the difference quotient of arctan at 0 along 1/s. `critical_slowing_down` combines it with the split t = (t + c) − c.

`slower_than_exponential` takes its quadratic lower bound from `Real.quadratic_le_exp_of_nonneg`. `voltage_decay` uses continuity at x = 0 of the expression in x = 1/t.

`critical_slowing_down_all` finds n by rounding (φ(0) − π/2)/(2π) up. The hypothesis `h1` excludes a start on a rest point, and `hshift` shows that the shifted phase is a solution. The two inequalities in its conclusion say that the target lies above φ(0) by less than 2π, which fixes n.

## From the ideal junction to a device or a time-stepped run

The limit theorems hold for every solution of the differential equation whose starting phase meets the stated condition, with no assumption on the later trajectory. They are limits and give no error bound at a finite time. The explicit curve in `eq_phaseCurve` does hold at every t ≥ 0, so it is the better reference for a finite run. This matters most for a start just above −3π/2, where c is large and negative and the phase lingers near its starting point for a time of about |c|.

The step from a device to φ' = 1 − sin φ is a physical assumption. It requires a sinusoidal current–phase relation, a shunt resistance that does not depend on the voltage, negligible capacitance, no noise and a bias exactly at I_c. At a constant bias slightly below I_c, linearising about the stable rest point gives exponential relaxation at the rate √(1 − (I/I_c)²) in reduced time, an estimate that lies beyond what the theorems say. A numerical integrator adds its own discretisation and rounding errors, which need a separate analysis.
